# Hard-thermal-loop photon functions: $\omega^2=m^2/3$ at long wavelength, Debye screening in the static limit

To trace the photon branches of a hot electron–positron plasma, one can solve two equations for $\omega$ at a sequence of growing wave numbers $k$, using each root as the initial guess for the next. The transverse branch obeys $\omega^2=k^2+\Pi_T(\omega,k)$, with $\Pi_T$ the transverse self-energy. The longitudinal branch obeys $\varepsilon_L(\omega,k)=0$, with $\varepsilon_L$ the longitudinal dielectric function. The sequence needs a first frequency at $k\to0$, and in that limit both equations reduce to $\omega^2=m^2/3$, where $m$ is the Debye mass, the inverse screening length of a static charge. For temperature $\Theta$, zero chemical potential and negligible electron mass, $m^2=e^2\Theta^2/3$, so the search starts at $\omega=e\Theta/3$. Units are $\hbar=c_{\rm light}=k_B=1$, and the elementary charge $e$ is in Heaviside–Lorentz units, $e^2=4\pi\alpha$ with $\alpha$ the fine-structure constant.

## The functions of the phase velocity

```lean
import Mathlib

open Filter Topology

namespace HardThermalLoop

noncomputable section
```

The phase velocity is $x=\omega/k$. The letter $c$ is kept for the velocity component of a plasma particle along the wave.

```lean
/-- The hard-thermal-loop function `Q(x) = (x/2) ln |(x+1)/(x-1)|` of the phase velocity
`x = ω/k`, for `x ≠ 1` and `x ≠ -1`. -/
def Q (x : ℝ) : ℝ := x / 2 * Real.log |(x + 1) / (x - 1)|
```

This is $Q(x)=\frac x2\ln\left|\frac{x+1}{x-1}\right|$, a function from real numbers to real numbers. It is $x$ times the Legendre function usually written $Q_0$. For $|x|<1$ the absolute value keeps only the real part of the response; the imaginary part, which describes Landau damping, is left out.

```lean
/-- The transverse function `T(x) = (x² + (1 - x²) Q(x)) / 2`, for `x ≠ 1` and `x ≠ -1`. -/
def T (x : ℝ) : ℝ := (x ^ 2 + (1 - x ^ 2) * Q x) / 2
```

This is $T(x)=\frac12\left[x^2+(1-x^2)Q(x)\right]$. The letter `T` stands for "transverse" and is not the temperature.

```lean
/-- The real part `m² T(ω/k)` of the transverse photon self-energy in a plasma of Debye mass `m`,
for `k ≠ 0` and `ω ≠ ±k`. -/
def selfEnergyT (m ω k : ℝ) : ℝ := m ^ 2 * T (ω / k)
```

The self-energy is $\Pi_T=m^2\,T(\omega/k)$, with the sign that fits $\omega^2=k^2+\Pi_T$.

```lean
/-- The real part `1 + (m²/k²)(1 - Q(ω/k))` of the longitudinal dielectric function in a plasma of
Debye mass `m`, for `k ≠ 0` and `ω ≠ ±k`. -/
def dielectricL (m ω k : ℝ) : ℝ := 1 + m ^ 2 / k ^ 2 * (1 - Q (ω / k))
```

The dielectric function is $\varepsilon_L=1+\frac{m^2}{k^2}\left[1-Q(\omega/k)\right]$. Both formulas enter as definitions. The step from the model to a real plasma is their derivation from the thermal photon loop, for $\omega$ and $k$ far below the temperature, and it is taken as given here.

In electron-gas theory, too, a zero of $\varepsilon_L$ marks the plasmon and the static limit at small wave number gives Thomas–Fermi screening; the present functions describe the collisionless linear response of particles that all move at the speed of light.

## Averages over particle directions

```lean
/-- A wave with phase velocity `x > 1` is never in resonance with a particle whose velocity
component `c` along the wave lies in `[-1, 1]`. -/
theorem no_resonance {x c : ℝ} (hx : 1 < x) (hc : c ∈ Set.uIcc (-1 : ℝ) 1) : x - c ≠ 0 := by
  rw [Set.uIcc_of_le (by norm_num)] at hc
  exact (sub_pos.2 (lt_of_le_of_lt hc.2 hx)).ne'
```

A theorem in Lean lists its hypotheses, then a colon, then the claim; the proof follows `:= by`. Here `hx` says $x>1$ and `hc` says that $c$ lies in `Set.uIcc (-1 : ℝ) 1`, the closed interval $[-1,1]$. Then $c\le1<x$, so $x-c\neq0$.

```lean
/-- The integral over particle directions of a resonance denominator plus a quadratic
polynomial, for phase velocity `x > 1`. -/
theorem integral_directions {x : ℝ} (hx : 1 < x) (a b d e : ℝ) :
    ∫ c in (-1 : ℝ)..1, (a / (x - c) + b + d * c + e * c ^ 2) =
      a * (Real.log (x + 1) - Real.log (x - 1)) + 2 * b + 2 * e / 3 := by
  -- an explicit antiderivative
  have hd : ∀ c ∈ Set.uIcc (-1 : ℝ) 1, HasDerivAt
      (fun c : ℝ => -a * Real.log (x - c) + b * c + d / 2 * c ^ 2 + e / 3 * c ^ 3)
      (a / (x - c) + b + d * c + e * c ^ 2) c := by
    intro c hc
    have h1 : HasDerivAt (fun c : ℝ => x - c) (-1) c := (hasDerivAt_id' c).const_sub x
    have h2 := (h1.log (no_resonance hx hc)).const_mul (-a)
    have h3 := (hasDerivAt_id' c).const_mul b
    have h4 : HasDerivAt (fun c : ℝ => c ^ 2) (2 * c) c := by
      simpa using hasDerivAt_pow 2 c
    have h5 : HasDerivAt (fun c : ℝ => c ^ 3) (3 * c ^ 2) c := by
      simpa using hasDerivAt_pow 3 c
    refine (((h2.fun_add h3).fun_add (h4.const_mul (d / 2))).fun_add
      (h5.const_mul (e / 3))).congr_deriv ?_
    ring
  have hcont : ContinuousOn (fun c : ℝ => a / (x - c) + b + d * c + e * c ^ 2)
      (Set.uIcc (-1 : ℝ) 1) := by
    have h0 : ContinuousOn (fun c : ℝ => a / (x - c)) (Set.uIcc (-1 : ℝ) 1) :=
      ContinuousOn.div (by fun_prop) (by fun_prop) (fun c hc => no_resonance hx hc)
    have h1 : Continuous (fun c : ℝ => b + d * c + e * c ^ 2) := by fun_prop
    refine (h0.add h1.continuousOn).congr (fun c _ => ?_)
    show a / (x - c) + b + d * c + e * c ^ 2 = a / (x - c) + (b + d * c + e * c ^ 2)
    ring
  rw [intervalIntegral.integral_eq_sub_of_hasDerivAt hd hcont.intervalIntegrable]
  have e1 : x - -1 = x + 1 := by ring
  simp only [e1]
  ring
```

For $x>1$ and any real coefficients $a,b,d,e$ (here $e$ is not the charge),
$$\int_{-1}^{1}\left(\frac a{x-c}+b+dc+ec^2\right)dc=a\,L+2b+\frac{2e}3,\qquad L=\ln(x+1)-\ln(x-1).$$
By hand, one takes the antiderivative
$$F(c)=-a\ln(x-c)+bc+\frac d2c^2+\frac e3c^3$$
and forms $F(1)-F(-1)$; the $d$ term cancels. In the proof, `hd` checks that $F'$ is the integrand, `hcont` supplies the continuity that makes it integrable, and the fundamental theorem of calculus does the rest. The later integrals are all special cases.

```lean
/-- For `x > 1` the logarithm in `Q` splits into a difference of two real logarithms. -/
theorem Q_eq_log {x : ℝ} (hx : 1 < x) :
    Q x = x / 2 * (Real.log (x + 1) - Real.log (x - 1)) := by
  have h1 : 0 < x + 1 := by linarith
  have h2 : 0 < x - 1 := by linarith
  rw [Q, abs_of_pos (div_pos h1 h2), Real.log_div h1.ne' h2.ne']
```

For $x>1$ both $x+1$ and $x-1$ are positive, so the absolute value drops out and $Q=\frac x2L$.

```lean
/-- For `x > 1`, `Q` is the average of `x/(x - c)` over the directions of the plasma
particles, and `T` is half the average of the same factor weighted with `1 - c²`. -/
theorem angular_averages {x : ℝ} (hx : 1 < x) :
    Q x = 1 / 2 * ∫ c in (-1 : ℝ)..1, x / (x - c) ∧
    T x = 1 / 4 * ∫ c in (-1 : ℝ)..1, (1 - c ^ 2) * (x / (x - c)) := by
  constructor
  · have h := integral_directions hx x 0 0 0
    simp only [zero_mul, add_zero, mul_zero, zero_div] at h
    rw [h, Q_eq_log hx]
    ring
  · -- divide the weight by the resonance denominator
    have h : ∫ c in (-1 : ℝ)..1, (1 - c ^ 2) * (x / (x - c)) =
        ∫ c in (-1 : ℝ)..1, (x * (1 - x ^ 2) / (x - c) + x ^ 2 + x * c + 0 * c ^ 2) := by
      apply intervalIntegral.integral_congr
      intro c hc
      have hne := no_resonance hx hc
      show (1 - c ^ 2) * (x / (x - c)) =
        x * (1 - x ^ 2) / (x - c) + x ^ 2 + x * c + 0 * c ^ 2
      field_simp
      ring
    rw [h, integral_directions hx, T, Q_eq_log hx]
    ring
```

The symbol `∧` means "and". For $x>1$,
$$Q=\frac12\int_{-1}^1\frac{x}{x-c}\,dc,\qquad T=\frac14\int_{-1}^1(1-c^2)\frac{x}{x-c}\,dc.$$
The average over directions is $\frac12\int_{-1}^1dc$. The weight $1-c^2$ is the squared velocity across the wave, and the further factor $\frac12$ shares it between two polarisations.

The first formula is the previous integral with $a=x$ and the other coefficients zero. For the second, write $1-c^2=(1-x^2)+(x-c)(x+c)$, so that
$$(1-c^2)\frac{x}{x-c}=\frac{x(1-x^2)}{x-c}+x^2+xc.$$
The integral is $x(1-x^2)L+2x^2=2(1-x^2)Q+2x^2$, and a quarter of this is $T$. In Lean, `field_simp` clears the denominators in the division and `ring` confirms the remaining polynomial identity.

## Large phase velocity

```lean
/-- For `x > 1`, the quantity `x² (Q(x) - 1)` differs from `1/3` by at most `1/(x - 1)`. -/
theorem Q_error_bound {x : ℝ} (hx : 1 < x) :
    |x ^ 2 * (Q x - 1) - 1 / 3| ≤ 1 / (x - 1) := by
  -- the error is half the integral of c³/(x - c)
  have h : ∫ c in (-1 : ℝ)..1, c ^ 3 / (x - c) =
      ∫ c in (-1 : ℝ)..1, (x ^ 3 / (x - c) + (-x ^ 2) + (-x) * c + (-1) * c ^ 2) := by
    apply intervalIntegral.integral_congr
    intro c hc
    have hne := no_resonance hx hc
    show c ^ 3 / (x - c) = x ^ 3 / (x - c) + (-x ^ 2) + (-x) * c + (-1) * c ^ 2
    field_simp
    ring
  have hb : ‖∫ c in (-1 : ℝ)..1, c ^ 3 / (x - c)‖ ≤ 1 / (x - 1) * |(1 : ℝ) - -1| := by
    apply intervalIntegral.norm_integral_le_of_norm_le_const
    intro c hc
    rw [Set.uIoc_of_le (by norm_num)] at hc
    have hpos : 0 < x - c := by linarith [hc.2]
    rw [norm_div, norm_pow, Real.norm_eq_abs, Real.norm_eq_abs, abs_of_pos hpos]
    exact div_le_div₀ zero_le_one
      (pow_le_one₀ (abs_nonneg c) (abs_le.2 ⟨hc.1.le, hc.2⟩))
      (by linarith) (by linarith [hc.2])
  rw [h, integral_directions hx, Real.norm_eq_abs,
    show |(1 : ℝ) - -1| = 2 by norm_num] at hb
  have e : x ^ 2 * (Q x - 1) - 1 / 3 = 1 / 2 *
      (x ^ 3 * (Real.log (x + 1) - Real.log (x - 1)) + 2 * (-x ^ 2) + 2 * (-1) / 3) := by
    rw [Q_eq_log hx]
    ring
  rw [e, abs_mul, abs_of_pos (by norm_num : (0 : ℝ) < 1 / 2)]
  linarith
```

The claim is $\left|x^2(Q-1)-\frac13\right|\le\frac1{x-1}$ for $x>1$. Polynomial division gives
$$\frac{c^3}{x-c}=\frac{x^3}{x-c}-x^2-xc-c^2.$$
Integrating and halving, with $xL=2Q$,
$$\frac12\int_{-1}^1\frac{c^3}{x-c}\,dc=\frac12\left(x^3L-2x^2-\frac23\right)=x^2(Q-1)-\frac13.$$
On the interval $|c^3|\le1$ and $x-c\ge x-1$, so the integrand is at most $1/(x-1)$ in size. The interval has length 2, and the prefactor $\frac12$ cancels it. The step `h` is the division, `hb` the bound on the integral, and `e` the identification with $Q$. Expanding the integrand in $c/x$ suggests a faster decay, as $1/(5x^2)$, but the cruder bound suffices for the limit.

```lean
/-- At large phase velocity the longitudinal combination `x² (Q - 1)` and the transverse
function `T` tend to the same value `1/3`. -/
theorem large_velocity_limits :
    Tendsto (fun x => x ^ 2 * (Q x - 1)) atTop (𝓝 (1 / 3)) ∧
    Tendsto T atTop (𝓝 (1 / 3)) := by
  have h0 : Tendsto (fun x : ℝ => 1 / (x - 1)) atTop (𝓝 0) := by
    have := tendsto_inv_atTop_zero.comp
      (tendsto_atTop_add_const_right atTop (-1 : ℝ) tendsto_id)
    simpa [Function.comp_def, sub_eq_add_neg] using this
  have h1 : Tendsto (fun x => x ^ 2 * (Q x - 1) - 1 / 3) atTop (𝓝 0) := by
    refine squeeze_zero_norm' ?_ h0
    filter_upwards [eventually_gt_atTop 1] with x hx
    rw [Real.norm_eq_abs]
    exact Q_error_bound hx
  have hu : Tendsto (fun x => x ^ 2 * (Q x - 1)) atTop (𝓝 (1 / 3)) := by
    have h2 := h1.add_const (1 / 3 : ℝ)
    rw [zero_add] at h2
    exact h2.congr (fun x => sub_add_cancel _ _)
  refine ⟨hu, ?_⟩
  -- T = (Q - x² (Q - 1)) / 2, and Q - 1 is x² (Q - 1) divided by x²
  have hi : Tendsto (fun x : ℝ => x⁻¹ ^ 2) atTop (𝓝 (0 ^ 2)) :=
    tendsto_inv_atTop_zero.pow 2
  have h := (((hu.mul hi).const_add 1).sub hu).div_const 2
  rw [show ((1 : ℝ) + 1 / 3 * 0 ^ 2 - 1 / 3) / 2 = 1 / 3 by norm_num] at h
  refine h.congr' ?_
  filter_upwards [eventually_gt_atTop 0] with x hx
  have hx2 : x ^ 2 * x⁻¹ ^ 2 = 1 := by
    rw [← mul_pow, mul_inv_cancel₀ hx.ne', one_pow]
  simp only [T]
  linear_combination (Q x - 1) / 2 * hx2
```

`Tendsto f atTop (𝓝 y)` reads "$f(x)\to y$ as $x\to+\infty$". Both $x^2(Q-1)$ and $T$ tend to $\frac13$.

The first limit follows by squeezing the error between zero and $1/(x-1)$. For the second, rearrange the definition:
$$T=\frac12\left[Q-x^2(Q-1)\right].$$
Since $Q-1$ is $x^2(Q-1)$ divided by $x^2$, it tends to zero and $Q\to1$. Hence $T\to\frac12\left(1-\frac13\right)=\frac13$.

Putting $Q=1$ directly into the definition of $T$ gives the wrong value $\frac12$. The small difference $Q-1$ is multiplied by $x^2$ and contributes at leading order.

## Small phase velocity

```lean
/-- In the static limit `x → 0` the transverse function `T` tends to `0` and the
longitudinal function `1 - Q` tends to `1`. -/
theorem static_limits :
    Tendsto T (𝓝 0) (𝓝 0) ∧ Tendsto (fun x => 1 - Q x) (𝓝 0) (𝓝 1) := by
  have h1 : ContinuousAt (fun x : ℝ => (x + 1) / (x - 1)) 0 :=
    ContinuousAt.div (by fun_prop) (by fun_prop) (by norm_num)
  have h2 := h1.abs.log (by norm_num)
  have h3 : ContinuousAt Q 0 := (continuousAt_id.div_const 2).mul h2
  have hQ : Tendsto Q (𝓝 0) (𝓝 0) := by
    have := h3.tendsto
    rwa [show Q 0 = 0 by simp [Q]] at this
  have hp : Tendsto (fun x : ℝ => x ^ 2) (𝓝 0) (𝓝 0) := by
    have := (continuous_pow 2 : Continuous fun x : ℝ => x ^ 2).tendsto 0
    simpa using this
  constructor
  · have h := (hp.add ((hp.const_sub 1).mul hQ)).div_const 2
    rw [show ((0 : ℝ) + (1 - 0) * 0) / 2 = 0 by norm_num] at h
    exact h
  · simpa using hQ.const_sub 1
```

Here `𝓝 0` in the middle position means $x\to0$ from both sides. The ratio $(x+1)/(x-1)$ is continuous at $0$ with value $-1$. Its absolute value is $1$ there, whose logarithm is $0$, so $Q$ is continuous with $Q(0)=0$. It follows that $T\to\frac12(0+1\cdot0)=0$ and $1-Q\to1$. The steps `h1`, `h2` and `h3` build up this continuity in the same order.

## The plasma frequency

```lean
/-- At fixed frequency `ω > 0` and long wavelength, `k → 0+`, the transverse self-energy
tends to `m²/3` and the longitudinal dielectric function to `1 - m²/(3ω²)`. -/
theorem long_wavelength_limits (m : ℝ) {ω : ℝ} (hω : 0 < ω) :
    Tendsto (fun k => selfEnergyT m ω k) (𝓝[>] 0) (𝓝 (m ^ 2 / 3)) ∧
    Tendsto (fun k => dielectricL m ω k) (𝓝[>] 0) (𝓝 (1 - m ^ 2 / (3 * ω ^ 2))) := by
  have hk : Tendsto (fun k : ℝ => ω / k) (𝓝[>] 0) atTop := by
    simp only [div_eq_mul_inv]
    exact Filter.Tendsto.const_mul_atTop hω tendsto_inv_nhdsGT_zero
  constructor
  · have h := (large_velocity_limits.2.comp hk).const_mul (m ^ 2)
    rw [show m ^ 2 * (1 / 3) = m ^ 2 / 3 by ring] at h
    exact h
  · have h := ((large_velocity_limits.1.comp hk).const_mul (m ^ 2 / ω ^ 2)).const_sub 1
    rw [show 1 - m ^ 2 / ω ^ 2 * (1 / 3) = 1 - m ^ 2 / (3 * ω ^ 2) by
      field_simp] at h
    refine h.congr' ?_
    filter_upwards [self_mem_nhdsWithin] with k hk0
    have hkne : k ≠ 0 := (Set.mem_Ioi.1 hk0).ne'
    have e : m ^ 2 / ω ^ 2 * (ω / k) ^ 2 = m ^ 2 / k ^ 2 := by
      field_simp
    simp only [dielectricL, Function.comp_apply]
    linear_combination (1 - Q (ω / k)) * e
```

The notation `𝓝[>] 0` means that $k$ approaches zero through positive values. At fixed $\omega>0$,
$$\Pi_T\to\frac{m^2}3,\qquad \varepsilon_L\to1-\frac{m^2}{3\omega^2}.$$
As $k\to0^+$, $x=\omega/k\to+\infty$, which is `hk`. The transverse limit is then $m^2$ times $\frac13$. For the longitudinal one, $k=\omega/x$ gives
$$\varepsilon_L=1-\frac{m^2}{\omega^2}\,x^2(Q-1),$$
and the bracketed combination with its factor $x^2$ tends to $\frac13$.

```lean
/-- For `ω > 0`, the longitudinal dielectric function vanishes in the long-wavelength limit
exactly at the plasma frequency, `ω² = m²/3`. -/
theorem plasma_frequency (m : ℝ) {ω : ℝ} (hω : 0 < ω) :
    Tendsto (fun k => dielectricL m ω k) (𝓝[>] 0) (𝓝 0) ↔ ω ^ 2 = m ^ 2 / 3 := by
  have hlim := (long_wavelength_limits m hω).2
  have hne : 3 * ω ^ 2 ≠ 0 := by positivity
  constructor
  · intro h
    have e := tendsto_nhds_unique h hlim
    have h2 : m ^ 2 / (3 * ω ^ 2) = 1 := by linarith
    rw [div_eq_one_iff_eq hne] at h2
    linarith
  · intro h
    have h2 : m ^ 2 / (3 * ω ^ 2) = 1 := by
      rw [div_eq_one_iff_eq hne]
      linarith
    rwa [h2, sub_self] at hlim
```

For $\omega>0$, $\varepsilon_L\to0$ as $k\to0^+$ if and only if $\omega^2=m^2/3$. A function has at most one limit here (`tendsto_nhds_unique`), so the condition is $1-m^2/(3\omega^2)=0$. If $m=0$, no positive $\omega$ satisfies it, as expected without a plasma. The theorem keeps $\omega$ fixed while $k$ shrinks; it does not follow the root $\omega(k)$ along the branch.

## Static fields

```lean
/-- At fixed wave number `k ≠ 0` and `ω → 0`, the Coulomb denominator `k² ε` tends to
`k² + m²`, while the transverse self-energy tends to zero. -/
theorem static_screening (m : ℝ) {k : ℝ} (hk : k ≠ 0) :
    Tendsto (fun ω => k ^ 2 * dielectricL m ω k) (𝓝 0) (𝓝 (k ^ 2 + m ^ 2)) ∧
    Tendsto (fun ω => selfEnergyT m ω k) (𝓝 0) (𝓝 0) := by
  have h0 : Tendsto (fun ω : ℝ => ω / k) (𝓝 0) (𝓝 0) := by
    simpa using (tendsto_id (x := 𝓝 (0 : ℝ))).div_const k
  constructor
  · have h := ((static_limits.2.comp h0).const_mul (m ^ 2)).const_add (k ^ 2)
    rw [mul_one] at h
    refine h.congr (fun ω => ?_)
    have e : k ^ 2 * (m ^ 2 / k ^ 2) = m ^ 2 := by
      field_simp
    simp only [dielectricL, Function.comp_apply]
    linear_combination (-(1 - Q (ω / k))) * e
  · have h := (static_limits.1.comp h0).const_mul (m ^ 2)
    rw [mul_zero] at h
    exact h

end

end HardThermalLoop
```

Now $k\neq0$ is fixed and $\omega\to0$, so $x\to0$. Multiplying out the definition,
$$k^2\varepsilon_L=k^2+m^2\left[1-Q(\omega/k)\right]\to k^2+m^2,\qquad \Pi_T=m^2T(\omega/k)\to0.$$
In a calculation of the force between two slow charges, the Coulomb factor $1/k^2$ therefore becomes $1/(k^2+m^2)$, whose Fourier transform is proportional to $e^{-mr}/r$ for $m>0$ at distance $r$. The vanishing transverse self-energy means that static magnetic fields are not screened at this order.

The order of limits matters: for $m\ne0$, $\Pi_T$ tends to $m^2/3$ when $k\to0^+$ at fixed $\omega>0$, but to $0$ when $\omega\to0$ at fixed $k$. A value "at zero frequency and zero wave number" has no meaning until the ratio $\omega/k$ is specified.

```lean
#print axioms HardThermalLoop.angular_averages
#print axioms HardThermalLoop.long_wavelength_limits
#print axioms HardThermalLoop.plasma_frequency
#print axioms HardThermalLoop.static_screening
```

```
'HardThermalLoop.angular_averages' depends on axioms: [propext, Classical.choice, Quot.sound]
'HardThermalLoop.long_wavelength_limits' depends on axioms: [propext, Classical.choice, Quot.sound]
'HardThermalLoop.plasma_frequency' depends on axioms: [propext, Classical.choice, Quot.sound]
'HardThermalLoop.static_screening' depends on axioms: [propext, Classical.choice, Quot.sound]
```
